# A free end image driven by the projected spring force keeps its energy and never outruns the full spring force, away from critical points

## Does the free end of an elastic band stay on its energy contour?

The end image of a nudged elastic band should keep its energy exactly if it moves only under the part of the spring force perpendicular to the energy gradient. It should also never move faster than the full spring force would drive it. In formulas, let $E$ be a differentiable energy on $\mathbb R^n$, let $x(t)$ be the position of the end image, and let $g=\nabla E(x(t))$ be nonzero throughout the run. If

$$x'(t)=S(t)-\frac{\langle S(t),g\rangle}{\langle g,g\rangle}\,g$$

for some spring force $S(t)$, then I expect $E(x(t))$ to be constant and $\|x'(t)\|\le\|S(t)\|$, whatever the springs do. I would like to see this argued rigorously, with every hypothesis visible, and checked by machine in Lean 4 with Mathlib.

## Yes, for any spring force, as long as the gradient does not vanish

Both claims hold, and no property of the spring force is needed. It may come from any neighbouring image, with any stiffness. What is assumed is that the trajectory $x(t)$ exists and is differentiable. This rules out a sudden jump in the part of the force along the contour, which would put a kink in the trajectory.

### The velocity is tangent to the contour

Fix a time $t$ and write $v=x'(t)$, $S=S(t)$ and $g=\nabla E(x(t))$. Multiplying the velocity law by $\|g\|^2=\langle g,g\rangle$ gives

$$\|g\|^2\,v=\|g\|^2\,S-\langle S,g\rangle\,g .$$

Take the inner product of both sides with $g$:

$$\|g\|^2\langle g,v\rangle=\|g\|^2\langle g,S\rangle-\langle S,g\rangle\|g\|^2=0 .$$

Since $g\neq0$, it follows that $\langle g,v\rangle=0$. By the chain rule,

$$\frac{d}{dt}E(x(t))=\langle\nabla E(x(t)),x'(t)\rangle=\langle g,v\rangle=0 .$$

A function whose derivative vanishes on an interval is constant there, so $E(x(t))=E(x(0))$.

### The speed bound is Pythagoras' theorem

Put $\alpha=\langle S,g\rangle/\|g\|^2$, so that $v=S-\alpha g$. Because $v$ is orthogonal to $g$,

$$\|v\|^2=\langle v,S-\alpha g\rangle=\langle v,S\rangle=\|S\|^2-\alpha\langle S,g\rangle=\|S\|^2-\frac{\langle S,g\rangle^2}{\|g\|^2}.$$

The subtracted term is nonnegative, hence $\|v\|\le\|S\|$. Equality holds exactly when $\langle S,g\rangle=0$, that is, when the spring force already lies along the contour.

The same formula shows when the image stops. If $v=0$, then $S=\alpha g$. Conversely, if $S=cg$ for some real $c$, then $\alpha=c$ and $v=0$. The end image is therefore at rest exactly when the spring force is a multiple of the gradient, zero included. When the image is at rest under a nonzero spring force that points along the last segment of the band, that segment meets the contour at a right angle. In one dimension every force is a multiple of $g$, and the end image does not move at all.

### A restoring term makes an energy error decay exponentially

Suppose that the end is meant to sit at a target energy $E_0$ but starts somewhere else. Add a term that pushes it along the gradient towards that energy:

$$v=S-\frac{\langle S,g\rangle+\kappa\,(E(x(t))-E_0)}{\|g\|^2}\,g .$$

The constant $\kappa$ is the rate at which the energy error is to be removed. Pairing with $g$ cancels the spring force and leaves

$$\frac{d}{dt}E(x(t))=\langle g,v\rangle=-\kappa\,(E(x(t))-E_0).$$

Consequently

$$\frac{d}{dt}\Big[(E(x(t))-E_0)\,e^{\kappa t}\Big]=\big[-\kappa\,(E(x(t))-E_0)+\kappa\,(E(x(t))-E_0)\big]e^{\kappa t}=0,$$

and so $E(x(t))-E_0=(E(x(0))-E_0)\,e^{-\kappa t}$. The error decays for $\kappa>0$, stays fixed for $\kappa=0$ and grows for $\kappa<0$.

### The Lean file

```lean
import Mathlib

open Set
open scoped InnerProductSpace

namespace FreeEndNudgedElasticBand

variable {V : Type*} [NormedAddCommGroup V] [InnerProductSpace ℝ V]

/-- The velocity law of a free end image with energy gradient `g` and spring force `S`:
the component of `S` along `g` is removed. The law is multiplied through by `‖g‖ ^ 2`. -/
def IsFreeEndVelocity (g S v : V) : Prop :=
  ‖g‖ ^ 2 • v = ‖g‖ ^ 2 • S - ⟪S, g⟫_ℝ • g

/-- Where the gradient does not vanish, the velocity law is the usual projection formula
`v = S - (⟨S, g⟩ / ⟨g, g⟩) g`. -/
theorem isFreeEndVelocity_iff {g S v : V} (hg : g ≠ 0) :
    IsFreeEndVelocity g S v ↔ v = S - (⟪S, g⟫_ℝ / ‖g‖ ^ 2) • g := by
  have hn : ‖g‖ ^ 2 ≠ 0 := pow_ne_zero 2 (norm_ne_zero_iff.2 hg)
  unfold IsFreeEndVelocity
  constructor
  · intro h
    calc v = (‖g‖ ^ 2)⁻¹ • (‖g‖ ^ 2 • v) := (inv_smul_smul₀ hn v).symm
      _ = (‖g‖ ^ 2)⁻¹ • (‖g‖ ^ 2 • S - ⟪S, g⟫_ℝ • g) := by rw [h]
      _ = S - (⟪S, g⟫_ℝ / ‖g‖ ^ 2) • g := by
        rw [smul_sub, inv_smul_smul₀ hn, smul_smul, div_eq_inv_mul]
  · intro h
    have hc : ‖g‖ ^ 2 * (⟪S, g⟫_ℝ / ‖g‖ ^ 2) = ⟪S, g⟫_ℝ := by field_simp
    rw [h, smul_sub, smul_smul, hc]

/-- The velocity of the free end image is orthogonal to the energy gradient. -/
theorem inner_gradient_velocity {g S v : V} (h : IsFreeEndVelocity g S v) :
    ⟪g, v⟫_ℝ = 0 := by
  by_cases hg : g = 0
  · rw [hg, inner_zero_left]
  · have hn : ‖g‖ ^ 2 ≠ 0 := pow_ne_zero 2 (norm_ne_zero_iff.2 hg)
    have h1 := congrArg (fun w => ⟪g, w⟫_ℝ) h
    simp only [inner_sub_right, real_inner_smul_right, real_inner_self_eq_norm_sq] at h1
    rw [real_inner_comm g S] at h1
    have h2 : ‖g‖ ^ 2 * ⟪g, v⟫_ℝ = 0 := by
      linarith [real_inner_comm g S, mul_comm (‖g‖ ^ 2) ⟪g, S⟫_ℝ]
    exact (mul_eq_zero.1 h2).resolve_left hn

/-- The squared spring force is the squared velocity plus the squared component of the
spring force along the gradient. -/
theorem velocity_sq_add {g S v : V} (hg : g ≠ 0) (h : IsFreeEndVelocity g S v) :
    ‖v‖ ^ 2 + ⟪S, g⟫_ℝ ^ 2 / ‖g‖ ^ 2 = ‖S‖ ^ 2 := by
  have e := (isFreeEndVelocity_iff hg).1 h
  have ho : ⟪v, g⟫_ℝ = 0 := by rw [real_inner_comm]; exact inner_gradient_velocity h
  -- the removed part is orthogonal to the velocity
  have h1 : ⟪v, v⟫_ℝ = ⟪v, S⟫_ℝ := by
    calc ⟪v, v⟫_ℝ = ⟪v, S - (⟪S, g⟫_ℝ / ‖g‖ ^ 2) • g⟫_ℝ := by rw [← e]
      _ = ⟪v, S⟫_ℝ := by
        rw [inner_sub_right, real_inner_smul_right, ho, mul_zero, sub_zero]
  have h2 : ⟪S, v⟫_ℝ = ‖S‖ ^ 2 - ⟪S, g⟫_ℝ / ‖g‖ ^ 2 * ⟪S, g⟫_ℝ := by
    calc ⟪S, v⟫_ℝ = ⟪S, S - (⟪S, g⟫_ℝ / ‖g‖ ^ 2) • g⟫_ℝ := by rw [← e]
      _ = _ := by rw [inner_sub_right, real_inner_smul_right, real_inner_self_eq_norm_sq]
  have h3 : ‖v‖ ^ 2 = ⟪S, v⟫_ℝ := by
    rw [← real_inner_self_eq_norm_sq, h1, real_inner_comm]
  rw [h3, h2]
  ring

/-- The free end image moves as fast as the full spring force would drive it exactly when
the spring force is orthogonal to the gradient. -/
theorem speed_eq_iff {g S v : V} (hg : g ≠ 0) (h : IsFreeEndVelocity g S v) :
    ‖v‖ = ‖S‖ ↔ ⟪S, g⟫_ℝ = 0 := by
  have hn : ‖g‖ ^ 2 ≠ 0 := pow_ne_zero 2 (norm_ne_zero_iff.2 hg)
  have p := velocity_sq_add hg h
  constructor
  · intro hs
    rw [hs] at p
    have hz : ⟪S, g⟫_ℝ ^ 2 / ‖g‖ ^ 2 = 0 := by linarith
    exact (pow_eq_zero_iff two_ne_zero).1 ((div_eq_zero_iff.1 hz).resolve_right hn)
  · intro h0
    rw [h0, zero_pow two_ne_zero, zero_div, add_zero] at p
    exact (sq_eq_sq₀ (norm_nonneg _) (norm_nonneg _)).1 p

/-- The free end image is at rest exactly when the spring force is parallel to the
energy gradient. -/
theorem at_rest_iff {g S v : V} (hg : g ≠ 0) (h : IsFreeEndVelocity g S v) :
    v = 0 ↔ ∃ c : ℝ, S = c • g := by
  have hn : ‖g‖ ^ 2 ≠ 0 := pow_ne_zero 2 (norm_ne_zero_iff.2 hg)
  have e := (isFreeEndVelocity_iff hg).1 h
  constructor
  · intro hv
    exact ⟨_, sub_eq_zero.1 (e.symm.trans hv)⟩
  · rintro ⟨c, hc⟩
    rw [e, hc, real_inner_smul_left, real_inner_self_eq_norm_sq,
      mul_div_cancel_right₀ c hn, sub_self]

variable [CompleteSpace V]

/-- Along a moving image the energy changes at the rate `⟨∇E, v⟩`. -/
theorem energy_rate {E : V → ℝ} (hE : Differentiable ℝ E) {x : ℝ → V} {v : V} {t : ℝ}
    (hx : HasDerivAt x v t) :
    HasDerivAt (fun s => E (x s)) ⟪gradient E (x t), v⟫_ℝ t := by
  have h := (hE (x t)).hasGradientAt.hasFDerivAt.comp_hasDerivAt t hx
  simpa [Function.comp_def] using h

/-- A free end image that follows the projected spring force through a region without
critical points keeps its energy, and it never moves faster than the spring force. -/
theorem free_end_stays_on_contour {E : V → ℝ} (hE : Differentiable ℝ E)
    {x S v : ℝ → V} {T : ℝ}
    (hx : ∀ t ∈ Icc 0 T, HasDerivAt x (v t) t)
    (hg : ∀ t ∈ Icc 0 T, gradient E (x t) ≠ 0)
    (hv : ∀ t ∈ Icc 0 T, IsFreeEndVelocity (gradient E (x t)) (S t) (v t)) :
    ∀ t ∈ Icc 0 T, E (x t) = E (x 0) ∧ ‖v t‖ ≤ ‖S t‖ := by
  -- the energy has zero derivative because the velocity is tangent to the contour
  have hd : ∀ t ∈ Icc 0 T, HasDerivAt (fun s => E (x s)) 0 t := fun t ht =>
    (energy_rate hE (hx t ht)).congr_deriv (inner_gradient_velocity (hv t ht))
  intro t ht
  constructor
  · exact constant_of_has_deriv_right_zero
      (fun s hs => (hd s hs).continuousAt.continuousWithinAt)
      (fun s hs => (hd s (Ico_subset_Icc_self hs)).hasDerivWithinAt) t ht
  · have p := velocity_sq_add (hg t ht) (hv t ht)
    have q : 0 ≤ ⟪S t, gradient E (x t)⟫_ℝ ^ 2 / ‖gradient E (x t)‖ ^ 2 := by positivity
    exact (sq_le_sq₀ (norm_nonneg _) (norm_nonneg _)).1 (by linarith)

/-- With an added restoring term of strength `κ` towards the energy `E₀`, the deviation of
the end image from `E₀` is its initial value times `exp (-κ t)`, for any spring force. -/
theorem restored_energy {E : V → ℝ} (hE : Differentiable ℝ E)
    {x S v : ℝ → V} {T κ E₀ : ℝ}
    (hx : ∀ t ∈ Icc 0 T, HasDerivAt x (v t) t)
    (hg : ∀ t ∈ Icc 0 T, gradient E (x t) ≠ 0)
    (hv : ∀ t ∈ Icc 0 T, ‖gradient E (x t)‖ ^ 2 • v t = ‖gradient E (x t)‖ ^ 2 • S t
      - (⟪S t, gradient E (x t)⟫_ℝ + κ * (E (x t) - E₀)) • gradient E (x t)) :
    ∀ t ∈ Icc 0 T, E (x t) - E₀ = (E (x 0) - E₀) * Real.exp (-κ * t) := by
  -- the spring force drops out of the energy balance
  have rate : ∀ t ∈ Icc 0 T, ⟪gradient E (x t), v t⟫_ℝ = -κ * (E (x t) - E₀) := by
    intro t ht
    have hn : ‖gradient E (x t)‖ ^ 2 ≠ 0 := pow_ne_zero 2 (norm_ne_zero_iff.2 (hg t ht))
    have h1 := congrArg (fun w => ⟪gradient E (x t), w⟫_ℝ) (hv t ht)
    simp only [inner_sub_right, real_inner_smul_right, real_inner_self_eq_norm_sq] at h1
    have h2 := real_inner_comm (gradient E (x t)) (S t)
    apply mul_left_cancel₀ hn
    rw [h1, h2]
    ring
  -- hence the deviation times `exp (κ t)` is conserved
  have hd : ∀ t ∈ Icc 0 T,
      HasDerivAt (fun s => (E (x s) - E₀) * Real.exp (κ * s)) 0 t := by
    intro t ht
    have h1 := energy_rate hE (hx t ht)
    have h2 : HasDerivAt (fun s => Real.exp (κ * s)) (Real.exp (κ * t) * κ) t := by
      simpa using ((hasDerivAt_id t).const_mul κ).exp
    refine ((h1.sub_const E₀).fun_mul h2).congr_deriv ?_
    rw [rate t ht]
    ring
  intro t ht
  have h := constant_of_has_deriv_right_zero
    (fun s hs => (hd s hs).continuousAt.continuousWithinAt)
    (fun s hs => (hd s (Ico_subset_Icc_self hs)).hasDerivWithinAt) t ht
  simp only [mul_zero, Real.exp_zero, mul_one] at h
  rw [neg_mul, Real.exp_neg, ← div_eq_mul_inv, eq_div_iff (Real.exp_ne_zero _)]
  exact h

end FreeEndNudgedElasticBand
```

```lean
#print axioms FreeEndNudgedElasticBand.speed_eq_iff
-- 'FreeEndNudgedElasticBand.speed_eq_iff' depends on axioms: [propext, Classical.choice, Quot.sound]
#print axioms FreeEndNudgedElasticBand.at_rest_iff
-- 'FreeEndNudgedElasticBand.at_rest_iff' depends on axioms: [propext, Classical.choice, Quot.sound]
#print axioms FreeEndNudgedElasticBand.free_end_stays_on_contour
-- 'FreeEndNudgedElasticBand.free_end_stays_on_contour' depends on axioms: [propext, Classical.choice, Quot.sound]
#print axioms FreeEndNudgedElasticBand.restored_energy
-- 'FreeEndNudgedElasticBand.restored_energy' depends on axioms: [propext, Classical.choice, Quot.sound]
```

### How the Lean hypotheses describe the band

The main theorem is `free_end_stays_on_contour`. In words: let `E` be differentiable everywhere on `V`, and let the image have position `x t` and velocity `v t` at each time in the closed interval from $0$ to $T$. If the gradient is nonzero at every point visited and the velocity obeys the free-end law at every time, then at each time the energy equals its initial value and the speed is at most the norm of the spring force.

- **Configurations.** `V` is a real inner product space, assumed complete wherever gradients occur. The space $\mathbb R^n$ with its Euclidean inner product is a special case, for instance with the $3N$ Cartesian coordinates of $N$ atoms. `gradient E (x t)` is the vector that represents the derivative of $E$ through this inner product.
- **Spring force.** `S : ℝ → V` records the force felt at each time of the run. It is subject to no continuity condition and no spring model, so a force computed from moving neighbours is covered by its values along the run.
- **Velocity law.** `IsFreeEndVelocity g S v` is the law multiplied through by $\|g\|^2$. The theorem `isFreeEndVelocity_iff` shows that it agrees with the quotient formula whenever $g\neq0$.
- **Time.** `HasDerivAt x (v t) t` is a two-sided derivative, required at $0$ and $T$ as well. The curve is thus defined slightly beyond the run, although the velocity law is imposed only within it.

The condition `hg`, that the gradient never vanishes, keeps the image away from minima, saddle points and other stationary structures. There the contour has no normal direction given by the gradient, and the multiplied law reads $0=0$, which leaves the velocity free. The speed bound therefore needs `hg`. The constancy of the energy does not, since $\langle g,v\rangle=0$ is also true when $g=0$. The exponential law in `restored_energy` does need it: an image resting at a critical point with the wrong energy satisfies the multiplied law and never corrects its error.

The dynamics is first order in time, with velocity equal to force in suitable units, and so has no inertia. The existence of the trajectory is assumed. Differentiability of `E` on the whole space is an idealisation too, since a molecular potential energy surface can diverge where nuclei meet or have kinks where electronic states cross. The speed bound belongs to the law without the restoring term.

For a free-end band calculation, the result means that under exact gradients and continuous first-order motion the projection itself causes no energy drift. A finite step along the tangent will generally leave a curved contour, which is one reason to add a restoring term.

### How the proof follows the derivation

`isFreeEndVelocity_iff` passes between the two forms of the law. In one direction it multiplies by the inverse of $\|g\|^2$, and in the other it multiplies back.

`inner_gradient_velocity` proves $\langle g,v\rangle=0$. The case $g=0$ is immediate. Otherwise `congrArg` applies the map $w\mapsto\langle g,w\rangle$ to both sides of the law, the right-hand side cancels, and the nonzero factor $\|g\|^2$ is removed.

`velocity_sq_add` is the Pythagorean identity. Its step `h1` is $\langle v,v\rangle=\langle v,S\rangle$, where orthogonality removes the gradient term. Step `h2` expands $\langle S,v\rangle$. Step `h3` turns `h1` into $\|v\|^2=\langle S,v\rangle$, and inserting `h2` gives the identity. From this identity `speed_eq_iff` obtains the case of equality, while `at_rest_iff` reads the rest condition directly from the quotient formula.

`energy_rate` is the chain rule, obtained by composing the derivative of `E` with that of the curve. In the main theorem, `hd` combines it with orthogonality to give the energy a zero derivative at every time of the run. Mathlib's `constant_of_has_deriv_right_zero` then turns continuity and a vanishing right derivative into constancy. For the speed, `positivity` shows that the removed squared component is nonnegative, `linarith` compares the squares, and `sq_le_sq₀` passes from squares to norms.

The proof of `restored_energy` has the same structure. Its step `rate` pairs the modified law with the gradient and cancels $\|g\|^2$, which is where `hg` enters. Step `hd` differentiates the product of the energy error and $e^{\kappa t}$ and finds zero. The last lines evaluate the conserved product at time $0$ and divide by the exponential.

### Stating the law with an orthogonal projection

The velocity could also be defined as the orthogonal projection of $S$ onto the subspace of vectors perpendicular to $g$. For $g\neq0$ this is the same law. For $g=0$ that subspace is the whole space, so the image would follow the full spring force, $v=S$. Constant energy and the speed bound would then hold without the condition on the gradient, because an orthogonal projection never lengthens a vector. The price is a definite rule of motion at critical points, where the quotient formula gives none. The multiplied law used here adds no such rule, and the speed bound accordingly carries its hypothesis in view.
